# The plane-wave kinetic matrix of a periodic grid is positive semidefinite exactly when its real dispersion is nonnegative

A particle moves on a ring of \(n\ge1\) grid points, and its kinetic energy depends only on its wave number. Positions \(x,y\) and wave numbers \(k,q\) are integers modulo \(n\), of type `ZMod n`. An orbital is any function \(f\) from the grid to \(\mathbb C\), not necessarily normalised. The dispersion \(t(k)\) is the real kinetic energy assigned to wave number \(k\); its sign is free until part (i).

Let \(\chi\) be the character of the integers modulo \(n\) with \(\chi(a+b)=\chi(a)\chi(b)\) and \(\chi(1)=e^{2\pi i/n}\), in Lean `ZMod.stdAddChar`. Define

\[ w_k(x)=\chi(kx),\qquad \hat f(k)=\sum_x f(x)\,w_k(-x),\qquad T_{xy}=\frac1n\sum_k t(k)\,w_k(x-y). \]

These are `wave`, `amplitude` and `boxKinetic`. Neither the wave nor the transform carries a normalising factor: \(\sum_x|w_k(x)|^2=n\). The energy is \(E[f]=\sum_x\overline{f(x)}(Tf)(x)\), written `star f ⬝ᵥ (boxKinetic t *ᵥ f)`; it is the expectation value when \(\sum_x|f(x)|^2=1\).

Some linear-scaling electronic-structure methods use a three-dimensional matrix of this kind for the kinetic energy of localised orbitals held on a grid; here there is one particle in a single one-dimensional box. The step to a continuum orbital, namely that the grid resolves it and that \(t\) samples \(\hbar^2 k_{\rm phys}^2/2m\) at the physical wave numbers \(k_{\rm phys}=2\pi k/L\), is left to the user. Here \(L\) is the length of the box, and \(k\) stands for its integer representative of smallest magnitude, so that \(n-1\) counts as \(-1\) when \(n\ge3\).

```lean
import Mathlib

open Matrix
open scoped ComplexConjugate ComplexOrder

namespace BoxKineticMatrix

noncomputable section

variable {n : ℕ} [NeZero n]

/-- The plane wave with wave number `k` at the grid point `x` of a periodic box of `n` points. -/
def wave (k x : ZMod n) : ℂ := ZMod.stdAddChar (k * x)

/-- The plane-wave amplitude of the orbital `f` at wave number `k`: the sum over the grid of
`f x` times the plane wave at `-x`. -/
def amplitude (f : ZMod n → ℂ) (k : ZMod n) : ℂ := ∑ x, f x * wave k (-x)

/-- The box kinetic matrix with dispersion `t`: its entry between `x` and `y` is the average
over all wave numbers `k` of `t k` times the plane wave at `x - y`. -/
def boxKinetic (t : ZMod n → ℝ) : Matrix (ZMod n) (ZMod n) ℂ :=
  Matrix.of fun x y => 1 / (n : ℂ) * ∑ k, (t k : ℂ) * wave k (x - y)
```

## (a) The wave as an exponential

Show that for integers \(a,b\)

\[ w_a(b)=e^{2\pi i ab/n}. \]

**Solution.** By the character property, \(\chi(ab)=\chi(1)^{ab}\). Changing \(a\) or \(b\) by \(n\) multiplies this by a power of \(e^{2\pi i}=1\), so representatives don't matter. Lean takes the formula from Mathlib's `ZMod.stdAddChar_coe`.

```lean
/-- For integer representatives `a` of the wave number and `b` of the position, the plane wave
is `exp (2πi a b / n)`. -/
theorem wave_eq_exp (a b : ℤ) :
    wave (a : ZMod n) (b : ZMod n) =
      Complex.exp (2 * Real.pi * Complex.I * (a * b) / n) := by
  have h := ZMod.stdAddChar_coe (N := n) (a * b)
  simpa only [wave, Int.cast_mul] using h
```

## (b) Reversing the position

Show that \(w_k(-x)=\overline{w_k(x)}\).

**Solution.** Choose integer representatives and use (a): changing the sign of \(x\) changes the sign of an imaginary exponent, which is conjugation. The Lean proof does the same.

```lean
/-- Reversing the position complex-conjugates a plane wave. -/
theorem wave_neg (k x : ZMod n) : wave k (-x) = conj (wave k x) := by
  obtain ⟨a, rfl⟩ := ZMod.intCast_surjective k
  obtain ⟨b, rfl⟩ := ZMod.intCast_surjective x
  rw [← Int.cast_neg, wave_eq_exp, wave_eq_exp, ← Complex.exp_conj]
  congr 1
  simp only [map_div₀, map_mul, Complex.conj_I, Complex.conj_ofReal, map_intCast,
    map_natCast, map_ofNat, Int.cast_neg]
  ring
```

## (c) Hermiticity

Show that \(\overline{T_{yx}}=T_{xy}\).

**Solution.** Since \(t(k)\) and \(n\) are real, (b) gives

\[ \overline{T_{yx}}=\frac1n\sum_k t(k)\,\overline{w_k(y-x)}=\frac1n\sum_k t(k)\,w_k(x-y)=T_{xy}. \]

Lean checks this entry by entry through `Matrix.IsHermitian.ext`.

```lean
/-- The box kinetic matrix of a real dispersion is Hermitian. -/
theorem boxKinetic_isHermitian (t : ZMod n → ℝ) : (boxKinetic t).IsHermitian := by
  refine Matrix.IsHermitian.ext fun x y => ?_
  change conj (boxKinetic t y x) = boxKinetic t x y
  simp only [boxKinetic, Matrix.of_apply, map_mul, map_sum, map_div₀, map_one, map_natCast,
    Complex.conj_ofReal, ← wave_neg, neg_sub]
```

## (d) Action by Fourier transform

Show that

\[ (Tf)(x)=\frac1n\sum_k t(k)\,\hat f(k)\,w_k(x). \]

**Solution.** The phase splits, \(w_k(x-y)=w_k(x)w_k(-y)\), which is `hsub` in the proof. Hence

\[ \sum_y T_{xy}f(y)=\frac1n\sum_k t(k)\,w_k(x)\sum_y f(y)\,w_k(-y), \]

and the inner sum is \(\hat f(k)\). `Finset.sum_comm` exchanges the sums.

```lean
/-- The kinetic matrix acts on an orbital by taking its plane-wave amplitudes, multiplying each
by `t k`, and transforming back to the grid. -/
theorem boxKinetic_mulVec (t : ZMod n → ℝ) (f : ZMod n → ℂ) (x : ZMod n) :
    (boxKinetic t *ᵥ f) x =
      1 / (n : ℂ) * ∑ k, (t k : ℂ) * amplitude f k * wave k x := by
  -- the phase of a difference splits into two factors
  have hsub : ∀ k y : ZMod n, wave k (x - y) = wave k x * wave k (-y) := by
    intro k y
    unfold wave
    rw [sub_eq_add_neg, mul_add, AddChar.map_add_eq_mul]
  simp only [Matrix.mulVec, dotProduct, boxKinetic, Matrix.of_apply, amplitude, hsub,
    Finset.mul_sum, Finset.sum_mul]
  rw [Finset.sum_comm]
  refine Finset.sum_congr rfl fun k _ => Finset.sum_congr rfl fun y _ => ?_
  ring
```

## (e) Energy in plane waves

Show that

\[ E[f]=\frac1n\sum_k t(k)\,|\hat f(k)|^2. \]

**Solution.** By (b), \(\overline{\hat f(k)}=\sum_x\overline{f(x)}\,w_k(x)\), called `hA` below. Insert (d) and sum over \(x\) first:

\[ E[f]=\frac1n\sum_k t(k)\,\hat f(k)\sum_x\overline{f(x)}\,w_k(x)=\frac1n\sum_k t(k)\,\hat f(k)\,\overline{\hat f(k)}. \]

The `calc` block has these steps. Its right-hand side is a real number cast to \(\mathbb C\), so the energy is real.

```lean
/-- The kinetic energy of any complex orbital is the sum over wave numbers of `t k` times the
squared modulus of the plane-wave amplitude, divided by `n`. -/
theorem kinetic_energy (t : ZMod n → ℝ) (f : ZMod n → ℂ) :
    star f ⬝ᵥ (boxKinetic t *ᵥ f) =
      ((1 / (n : ℝ) * ∑ k, t k * ‖amplitude f k‖ ^ 2 : ℝ) : ℂ) := by
  have hA : ∀ k, conj (amplitude f k) = ∑ x, conj (f x) * wave k x := by
    intro k
    simp only [amplitude, map_sum, map_mul, wave_neg, Complex.conj_conj]
  calc star f ⬝ᵥ (boxKinetic t *ᵥ f)
      = ∑ x, conj (f x) * (1 / (n : ℂ) * ∑ k, (t k : ℂ) * amplitude f k * wave k x) := by
        simp only [dotProduct, Pi.star_apply, boxKinetic_mulVec, starRingEnd_apply]
    _ = 1 / (n : ℂ) * ∑ k, (t k : ℂ) * (amplitude f k * conj (amplitude f k)) := by
        -- exchange the sums over positions and wave numbers
        simp only [hA, Finset.mul_sum]
        rw [Finset.sum_comm]
        refine Finset.sum_congr rfl fun k _ => Finset.sum_congr rfl fun x _ => ?_
        ring
    _ = ((1 / (n : ℝ) * ∑ k, t k * ‖amplitude f k‖ ^ 2 : ℝ) : ℂ) := by
        simp only [Complex.mul_conj, Complex.normSq_eq_norm_sq]
        push_cast
        rfl
```

## (f) Orthogonality

Show that \(\widehat{w_q}(k)=n\) if \(k=q\), and \(0\) otherwise.

**Solution.** The amplitude is \(\sum_x r^x\) with \(r=\chi(q-k)\) and \(x=0,\dots,n-1\). If \(k=q\), every term is 1. Otherwise \(r\ne1\) and \(r^n=1\), so the sum is \((r^n-1)/(r-1)=0\). Lean uses `AddChar.sum_mulShift` in place of the geometric series.

```lean
/-- Plane waves are orthogonal: the wave `q` has amplitude `n` at wave number `q` and zero at
every other wave number. -/
theorem amplitude_wave (q k : ZMod n) :
    amplitude (wave q) k = if k = q then (n : ℂ) else 0 := by
  have h := AddChar.sum_mulShift (q - k) (ZMod.isPrimitive_stdAddChar n)
  have e : amplitude (wave q) k = ∑ x : ZMod n, ZMod.stdAddChar (x * (q - k)) := by
    unfold amplitude
    refine Finset.sum_congr rfl fun x _ => ?_
    unfold wave
    rw [← AddChar.map_add_eq_mul]
    congr 1
    ring
  rw [e, h]
  by_cases hk : k = q
  · subst hk
    simp [ZMod.card]
  · have hq : q - k ≠ 0 := sub_ne_zero.mpr (Ne.symm hk)
    simp [hk, hq]
```

## (g) Eigenvectors

Show that \(Tw_q=t(q)\,w_q\).

**Solution.** Put \(f=w_q\) in (d). By (f) only \(k=q\) survives, giving \(\frac1n t(q)\,n\,w_q(x)\). `Finset.sum_eq_single` isolates that term.

```lean
/-- Each plane wave is an eigenvector of the kinetic matrix, with eigenvalue `t q`. -/
theorem boxKinetic_mulVec_wave (t : ZMod n → ℝ) (q : ZMod n) :
    boxKinetic t *ᵥ wave q = (t q : ℂ) • wave q := by
  have hn : (n : ℂ) ≠ 0 := Nat.cast_ne_zero.mpr (NeZero.ne n)
  ext x
  rw [boxKinetic_mulVec, Finset.sum_eq_single q]
  · rw [amplitude_wave, if_pos rfl]
    simp only [Pi.smul_apply, smul_eq_mul]
    field_simp
  · intro k _ hk
    rw [amplitude_wave, if_neg hk]
    ring
  · intro h
    exact absurd (Finset.mem_univ q) h
```

## (h) The sign of the energy

Show that \(E[f]\ge0\) for every \(f\) if and only if \(t(k)\ge0\) for every \(k\).

**Solution.** If \(t\ge0\), every term in (e) is nonnegative. Conversely, (e) and (f) give \(E[w_q]=n\,t(q)\), or \(t(q)\) for the normalised wave \(w_q/\sqrt n\), so \(t(q)\ge0\). In Lean, `0 ≤ z` for complex `z` means real and nonnegative.

```lean
/-- The kinetic energy is nonnegative for every complex orbital if and only if the dispersion
is nonnegative at every wave number. -/
theorem kinetic_energy_nonneg_iff (t : ZMod n → ℝ) :
    (∀ f : ZMod n → ℂ, 0 ≤ star f ⬝ᵥ (boxKinetic t *ᵥ f)) ↔ ∀ k, 0 ≤ t k := by
  have hn : (0 : ℝ) < n := Nat.cast_pos.mpr (Nat.pos_of_ne_zero (NeZero.ne n))
  constructor
  · -- test the energy on a single plane wave
    intro h q
    have hq := h (wave q)
    rw [kinetic_energy, Complex.zero_le_real, Finset.sum_eq_single q] at hq
    · rw [amplitude_wave, if_pos rfl, Complex.norm_natCast] at hq
      have e : 1 / (n : ℝ) * (t q * (n : ℝ) ^ 2) = n * t q := by
        field_simp
      rw [e] at hq
      by_contra hneg
      have := mul_neg_of_pos_of_neg hn (not_le.mp hneg)
      linarith
    · intro k _ hk
      rw [amplitude_wave, if_neg hk]
      simp
    · intro h'
      exact absurd (Finset.mem_univ q) h'
  · intro ht f
    rw [kinetic_energy, Complex.zero_le_real]
    exact mul_nonneg (by positivity)
      (Finset.sum_nonneg fun k _ => mul_nonneg (ht k) (sq_nonneg _))
```

## (i) Orbitals of zero energy

Let \(t\ge0\). Show that \(E[f]=0\) if and only if \(\hat f(k)=0\) whenever \(t(k)\ne0\).

**Solution.** A sum of nonnegative terms vanishes only if each term does, so (e) requires \(t(k)|\hat f(k)|^2=0\) for all \(k\). This holds exactly when \(\hat f(k)=0\) wherever \(t(k)\neq0\). The first step is `Finset.sum_eq_zero_iff_of_nonneg`.

```lean
/-- For a nonnegative dispersion, an orbital has zero kinetic energy exactly when its amplitude
vanishes at every wave number with `t k ≠ 0`. -/
theorem kinetic_energy_eq_zero_iff (t : ZMod n → ℝ) (ht : ∀ k, 0 ≤ t k) (f : ZMod n → ℂ) :
    star f ⬝ᵥ (boxKinetic t *ᵥ f) = 0 ↔ ∀ k, t k ≠ 0 → amplitude f k = 0 := by
  have hn : 1 / (n : ℝ) ≠ 0 := one_div_ne_zero (Nat.cast_ne_zero.mpr (NeZero.ne n))
  rw [kinetic_energy, Complex.ofReal_eq_zero, mul_eq_zero, or_iff_right hn,
    Finset.sum_eq_zero_iff_of_nonneg fun k _ => mul_nonneg (ht k) (sq_nonneg _)]
  constructor
  · intro h k hk
    have h2 := (mul_eq_zero.mp (h k (Finset.mem_univ k))).resolve_left hk
    exact norm_eq_zero.mp (pow_eq_zero_iff two_ne_zero |>.mp h2)
  · intro h k _
    by_cases hk : t k = 0
    · rw [hk, zero_mul]
    · rw [h k hk]
      simp

end

end BoxKineticMatrix
```

```lean
#print axioms BoxKineticMatrix.boxKinetic_isHermitian
-- 'BoxKineticMatrix.boxKinetic_isHermitian' depends on axioms: [propext, Classical.choice, Quot.sound]
#print axioms BoxKineticMatrix.boxKinetic_mulVec_wave
-- 'BoxKineticMatrix.boxKinetic_mulVec_wave' depends on axioms: [propext, Classical.choice, Quot.sound]
#print axioms BoxKineticMatrix.kinetic_energy_nonneg_iff
-- 'BoxKineticMatrix.kinetic_energy_nonneg_iff' depends on axioms: [propext, Classical.choice, Quot.sound]
#print axioms BoxKineticMatrix.kinetic_energy_eq_zero_iff
-- 'BoxKineticMatrix.kinetic_energy_eq_zero_iff' depends on axioms: [propext, Classical.choice, Quot.sound]
```
